# Davidson-corrected CID energies of N identical non-interacting monomers grow only as √N

Neither the Davidson correction nor its renormalised form makes configuration interaction with doubles (CID) extensive. For \(N\) identical non-interacting monomers, each with one double excitation at energy \(2d>0\) that couples to the reference with strength \(K\neq 0\), the CID correlation energy is \(E_N=d-\sqrt{d^2+NK^2}\), and the weight of the reference is \(c_0^2=1/(1+E_N^2/(NK^2))\). The corrected energies \((2-c_0^2)E_N\) and \(E_N/c_0^2\), divided by \(\sqrt N\), should tend to \(-3|K|/2\) and \(-2|K|\), whereas an extensive energy grows as \(N\). How can I make this rigorous and have it checked in Lean 4, preferably with \(E_N\) and \(c_0^2\) derived from a Hamiltonian and not just written down?

## Bounded factors cannot repair a √N energy

Both corrections multiply \(E_N\) by a factor that stays finite as \(N\) grows, so they change the prefactor of \(\sqrt N\) but not the power.

**The CID energy.** Set the reference energy to zero. Let \(x\) be the coefficient of the reference and \(y_i\) that of the double excitation on monomer \(i\). The eigenvalue equations are

\[
K\sum_i y_i = E x,\qquad Kx+2d\,y_i = E y_i .
\]

With \(x=1\) and all \(y_i=y\), the first gives \(y=E/(NK)\). Putting this into the second gives the secular equation

\[
E^2 = 2dE + NK^2,
\]

whose lower root is \(E_N=d-\sqrt{d^2+NK^2}\).

To see that this is the lowest eigenvalue of the CID matrix, put \(a=2d-E_N=d+\sqrt{d^2+NK^2}\), which is positive for \(d>0\). The secular equation says \(-aE_N=NK^2\), so for any real vector \(v=(x,y_i)\) with Hamiltonian matrix \(H\),

\[
a\left(v\cdot Hv-E_N\,v\cdot v\right)
=a^2\sum_i y_i^2+2aKx\sum_i y_i+NK^2x^2
=\sum_i (a y_i+Kx)^2\ge 0 .
\]

**The reference weight.** Take any eigenvector for \(E=E_N\). Multiplying the second eigenvalue equation by \(E\) gives \(EKx=(E^2-2dE)y_i=NK^2y_i\), hence \(y_i=Ex/(NK)\) for every \(i\). The squared norm is therefore \(x^2\left(1+E^2/(NK^2)\right)\), and the normalised reference weight is

\[
c_0^2=\frac{1}{1+E_N^2/(NK^2)} .
\]

**The limits.** The Davidson correction adds \((1-c_0^2)E_N\) to \(E_N\), which gives \((2-c_0^2)E_N\). The renormalised form divides that correction by \(c_0^2\), and the total becomes \(E_N/c_0^2\). Now

\[
\frac{E_N}{\sqrt N}=\frac{d}{\sqrt N}-\sqrt{\frac{d^2}{N}+K^2}\;\longrightarrow\;-|K| .
\]

Hence \(E_N^2/(NK^2)\to 1\) and \(c_0^2\to 1/2\), so that

\[
\frac{(2-c_0^2)E_N}{\sqrt N}\to-\frac{3|K|}{2},\qquad
\frac{E_N/c_0^2}{\sqrt N}\to-2|K| .
\]

Dividing by \(\sqrt N\) once more sends both corrected energies per monomer to zero. For one monomer, however, \(E_1=d-\sqrt{d^2+K^2}<0\), and both corrections multiply it by a factor of at least 1. An extensive method would keep the energy per monomer at its negative one-monomer value.

Here is the complete file.

```lean
import Mathlib

open Matrix Filter Topology

namespace DavidsonExtensivity

noncomputable section

/-- The CID Hamiltonian of `N` non-interacting monomers: the reference has energy zero and
couples with strength `K` to one double excitation of energy `2 d` on each monomer. -/
def cidMatrix (d K : ℝ) (N : ℕ) : Matrix (Option (Fin N)) (Option (Fin N)) ℝ :=
  Matrix.of fun a b => match a, b with
    | none, none => 0
    | none, some _ => K
    | some _, none => K
    | some i, some j => if i = j then 2 * d else 0

/-- The CID correlation energy `E_N = d - √(d² + N K²)`. -/
def cidEnergy (d K : ℝ) (N : ℕ) : ℝ := d - √(d ^ 2 + N * K ^ 2)

/-- The reference weight `c₀² = 1 / (1 + E_N² / (N K²))`. -/
def refWeight (d K : ℝ) (N : ℕ) : ℝ := 1 / (1 + cidEnergy d K N ^ 2 / (N * K ^ 2))

/-- The Davidson-corrected energy `(2 - c₀²) E_N`. -/
def davidsonEnergy (d K : ℝ) (N : ℕ) : ℝ := (2 - refWeight d K N) * cidEnergy d K N

/-- The renormalised Davidson energy `E_N / c₀²`. -/
def renormalisedEnergy (d K : ℝ) (N : ℕ) : ℝ := cidEnergy d K N / refWeight d K N

/-- The CID vector with coefficient `1` on the reference and `E_N / (N K)` on each double. -/
def cidVector (d K : ℝ) (N : ℕ) : Option (Fin N) → ℝ :=
  fun o => o.elim 1 (fun _ => cidEnergy d K N / (N * K))

/-- The CID energy solves the secular equation `E² = 2 d E + N K²`. -/
theorem cidEnergy_secular (d K : ℝ) (N : ℕ) :
    cidEnergy d K N ^ 2 = 2 * d * cidEnergy d K N + N * K ^ 2 := by
  have h := Real.sq_sqrt (show 0 ≤ d ^ 2 + (N : ℝ) * K ^ 2 by positivity)
  unfold cidEnergy
  linear_combination h

/-- The reference component of the Hamiltonian acting on a CID vector. -/
lemma mulVec_none (d K : ℝ) (N : ℕ) (v : Option (Fin N) → ℝ) :
    (cidMatrix d K N *ᵥ v) none = K * ∑ i, v (some i) := by
  simp [Matrix.mulVec, dotProduct, cidMatrix, Fintype.sum_option, Finset.mul_sum]

/-- The doubly excited components of the Hamiltonian acting on a CID vector. -/
lemma mulVec_some (d K : ℝ) (N : ℕ) (v : Option (Fin N) → ℝ) (i : Fin N) :
    (cidMatrix d K N *ᵥ v) (some i) = K * v none + 2 * d * v (some i) := by
  simp [Matrix.mulVec, dotProduct, cidMatrix, Fintype.sum_option]

/-- For a positive gap, `E_N` times the squared norm of any real CID vector `v` is at most `v ⬝ᵥ H
v`, where `H` is the CID Hamiltonian. -/
theorem cidEnergy_variational {d : ℝ} (hd : 0 < d) (K : ℝ) (N : ℕ)
    (v : Option (Fin N) → ℝ) :
    cidEnergy d K N * (v ⬝ᵥ v) ≤ v ⬝ᵥ (cidMatrix d K N *ᵥ v) := by
  have hE := cidEnergy_secular d K N
  have ha : 0 < 2 * d - cidEnergy d K N := by
    have := Real.sqrt_nonneg (d ^ 2 + (N : ℝ) * K ^ 2)
    unfold cidEnergy
    linarith
  generalize cidEnergy d K N = E at hE ha ⊢
  have hn : v ⬝ᵥ v = v none ^ 2 + ∑ i, v (some i) ^ 2 := by
    simp only [dotProduct, Fintype.sum_option, pow_two]
  have hq : v ⬝ᵥ (cidMatrix d K N *ᵥ v)
      = 2 * K * v none * ∑ i, v (some i) + 2 * d * ∑ i, v (some i) ^ 2 := by
    have h1 : ∑ i, v (some i) * (K * v none + 2 * d * v (some i))
        = K * v none * ∑ i, v (some i) + 2 * d * ∑ i, v (some i) ^ 2 := by
      rw [Finset.mul_sum, Finset.mul_sum, ← Finset.sum_add_distrib]
      exact Finset.sum_congr rfl fun i _ => by ring
    simp only [dotProduct, Fintype.sum_option, mulVec_none, mulVec_some]
    rw [h1]
    ring
  have hs : ∑ i, ((2 * d - E) * v (some i) + K * v none) ^ 2
      = (2 * d - E) ^ 2 * ∑ i, v (some i) ^ 2
        + 2 * (2 * d - E) * K * v none * ∑ i, v (some i) + N * (K * v none) ^ 2 := by
    have hc : (N : ℝ) * (K * v none) ^ 2 = ∑ _i : Fin N, (K * v none) ^ 2 := by simp
    rw [hc, Finset.mul_sum, Finset.mul_sum, ← Finset.sum_add_distrib,
      ← Finset.sum_add_distrib]
    exact Finset.sum_congr rfl fun i _ => by ring
  -- the excess energy is a sum of squares, one for each monomer
  have key : (2 * d - E) * (v ⬝ᵥ (cidMatrix d K N *ᵥ v) - E * (v ⬝ᵥ v))
      = ∑ i, ((2 * d - E) * v (some i) + K * v none) ^ 2 := by
    rw [hs, hq, hn]
    linear_combination v none ^ 2 * hE
  have hnon : 0 ≤ (2 * d - E) * (v ⬝ᵥ (cidMatrix d K N *ᵥ v) - E * (v ⬝ᵥ v)) := by
    rw [key]
    exact Finset.sum_nonneg fun i _ => sq_nonneg _
  exact sub_nonneg.1 ((mul_nonneg_iff_of_pos_left ha).1 hnon)

/-- The explicit CID vector is an eigenvector of the Hamiltonian with eigenvalue `E_N`. -/
theorem cidVector_eigen (d : ℝ) {K : ℝ} (hK : K ≠ 0) {N : ℕ} (hN : 0 < N) :
    cidMatrix d K N *ᵥ cidVector d K N = cidEnergy d K N • cidVector d K N := by
  have hE := cidEnergy_secular d K N
  have hN' : (N : ℝ) ≠ 0 := by exact_mod_cast hN.ne'
  ext o
  cases o with
  | none =>
    simp only [mulVec_none, cidVector, Option.elim_none, Option.elim_some, Pi.smul_apply,
      smul_eq_mul, Finset.sum_const, Finset.card_univ, Fintype.card_fin, nsmul_eq_mul]
    field_simp
  | some i =>
    simp only [mulVec_some, cidVector, Option.elim_none, Option.elim_some, Pi.smul_apply,
      smul_eq_mul]
    field_simp
    linear_combination -hE

/-- In every eigenvector with eigenvalue `E_N`, the squared reference coefficient is the
fraction `c₀²` of the squared norm. -/
theorem refWeight_of_eigen (d : ℝ) {K : ℝ} (hK : K ≠ 0) {N : ℕ} (hN : 0 < N)
    (v : Option (Fin N) → ℝ) (hv : cidMatrix d K N *ᵥ v = cidEnergy d K N • v) :
    v none ^ 2 = refWeight d K N * (v ⬝ᵥ v) := by
  have hE := cidEnergy_secular d K N
  have hN' : (N : ℝ) ≠ 0 := by exact_mod_cast hN.ne'
  unfold refWeight
  generalize cidEnergy d K N = E at hE hv ⊢
  -- all doubles carry the same coefficient
  have hy : ∀ i, v (some i) = E * v none / (N * K) := by
    intro i
    have h := congrFun hv (some i)
    rw [mulVec_some, Pi.smul_apply, smul_eq_mul] at h
    rw [eq_div_iff (mul_ne_zero hN' hK)]
    apply mul_left_cancel₀ hK
    linear_combination (-E) * h - v (some i) * hE
  have hn : v ⬝ᵥ v = v none ^ 2 + N * (E * v none / (N * K)) ^ 2 := by
    simp only [dotProduct, Fintype.sum_option, hy, Finset.sum_const, Finset.card_univ,
      Fintype.card_fin, nsmul_eq_mul, pow_two]
  have hQ : (N : ℝ) * (E * v none / (N * K)) ^ 2 = v none ^ 2 * (E ^ 2 / (N * K ^ 2)) := by
    field_simp
  have hpos : 1 + E ^ 2 / ((N : ℝ) * K ^ 2) ≠ 0 := by positivity
  rw [hn, hQ, div_mul_eq_mul_div, eq_div_iff hpos]
  ring

/-- The square root of the number of monomers grows without bound. -/
lemma tendsto_sqrt_nat : Tendsto (fun N : ℕ => √(N : ℝ)) atTop atTop :=
  Real.tendsto_sqrt_atTop.comp tendsto_natCast_atTop_atTop

/-- The uncorrected CID energy divided by `√N` tends to `-|K|`. -/
theorem cidEnergy_div_sqrt (d K : ℝ) :
    Tendsto (fun N : ℕ => cidEnergy d K N / √(N : ℝ)) atTop (𝓝 (-|K|)) := by
  have h1 : Tendsto (fun N : ℕ => d / √(N : ℝ)) atTop (𝓝 0) :=
    tendsto_sqrt_nat.const_div_atTop d
  have h2 : Tendsto (fun N : ℕ => d ^ 2 / (N : ℝ)) atTop (𝓝 0) :=
    tendsto_natCast_atTop_atTop.const_div_atTop (d ^ 2)
  have h3 := h1.sub (h2.add_const (K ^ 2)).sqrt
  rw [zero_add, Real.sqrt_sq_eq_abs, zero_sub] at h3
  refine h3.congr' ?_
  filter_upwards [eventually_gt_atTop 0] with N hN
  have hN' : (N : ℝ) ≠ 0 := by exact_mod_cast hN.ne'
  have h4 : d ^ 2 / (N : ℝ) + K ^ 2 = (d ^ 2 + N * K ^ 2) / N := by
    rw [add_div, mul_div_cancel_left₀ _ hN']
  rw [h4, Real.sqrt_div' _ (Nat.cast_nonneg N), ← sub_div, cidEnergy]

/-- As the number of monomers grows, the reference weight tends to `1/2`, and the Davidson and
renormalised Davidson energies divided by `√N` tend to `-3|K|/2` and `-2|K|`. -/
theorem davidson_sqrt_scaling (d : ℝ) {K : ℝ} (hK : K ≠ 0) :
    Tendsto (fun N : ℕ => refWeight d K N) atTop (𝓝 (1 / 2)) ∧
    Tendsto (fun N : ℕ => davidsonEnergy d K N / √(N : ℝ)) atTop (𝓝 (-(3 * |K| / 2))) ∧
    Tendsto (fun N : ℕ => renormalisedEnergy d K N / √(N : ℝ)) atTop (𝓝 (-(2 * |K|))) := by
  have hE := cidEnergy_div_sqrt d K
  have hw : Tendsto (fun N : ℕ => refWeight d K N) atTop (𝓝 (1 / 2)) := by
    have h1 : Tendsto (fun N : ℕ => 1 + (cidEnergy d K N / √(N : ℝ)) ^ 2 / K ^ 2) atTop
        (𝓝 2) := by
      have h := ((hE.pow 2).div_const (K ^ 2)).const_add 1
      have h2 : 1 + (-|K|) ^ 2 / K ^ 2 = 2 := by
        rw [neg_sq, sq_abs, div_self (pow_ne_zero 2 hK)]
        norm_num
      rwa [h2] at h
    refine (tendsto_const_nhds.div h1 two_ne_zero).congr fun N => ?_
    show (1 : ℝ) / (1 + (cidEnergy d K N / √(N : ℝ)) ^ 2 / K ^ 2) = refWeight d K N
    rw [refWeight, div_pow, Real.sq_sqrt (Nat.cast_nonneg N), div_div]
  refine ⟨hw, ?_, ?_⟩
  · have h := (hw.const_sub 2).mul hE
    have h2 : (2 - 1 / 2) * (-|K|) = -(3 * |K| / 2) := by ring
    rw [h2] at h
    exact h.congr fun N => by rw [davidsonEnergy, mul_div_assoc]
  · have h := hE.div hw (by norm_num)
    have h2 : -|K| / (1 / 2) = -(2 * |K|) := by ring
    rw [h2] at h
    refine h.congr fun N => ?_
    show cidEnergy d K N / √(N : ℝ) / refWeight d K N = renormalisedEnergy d K N / √(N : ℝ)
    rw [renormalisedEnergy, div_right_comm]

/-- A single monomer has a strictly negative correlation energy, yet both corrected energies
per monomer tend to zero as the number of monomers grows. -/
theorem davidson_not_extensive (d : ℝ) {K : ℝ} (hK : K ≠ 0) :
    cidEnergy d K 1 < 0 ∧
    Tendsto (fun N : ℕ => davidsonEnergy d K N / (N : ℝ)) atTop (𝓝 0) ∧
    Tendsto (fun N : ℕ => renormalisedEnergy d K N / (N : ℝ)) atTop (𝓝 0) := by
  obtain ⟨-, hD, hR⟩ := davidson_sqrt_scaling d hK
  refine ⟨?_, ?_, ?_⟩
  · have hK2 : 0 < K ^ 2 := by positivity
    have h : d < √(d ^ 2 + ((1 : ℕ) : ℝ) * K ^ 2) :=
      Real.lt_sqrt_of_sq_lt (by push_cast; linarith)
    unfold cidEnergy
    linarith
  -- dividing by `√N` a second time sends the finite limits to zero
  · exact (hD.div_atTop tendsto_sqrt_nat).congr fun N => by
      rw [div_div, Real.mul_self_sqrt (Nat.cast_nonneg N)]
  · exact (hR.div_atTop tendsto_sqrt_nat).congr fun N => by
      rw [div_div, Real.mul_self_sqrt (Nat.cast_nonneg N)]

end

end DavidsonExtensivity
```

```lean
#print axioms DavidsonExtensivity.cidEnergy_variational
#print axioms DavidsonExtensivity.refWeight_of_eigen
#print axioms DavidsonExtensivity.cidEnergy_div_sqrt
#print axioms DavidsonExtensivity.davidson_not_extensive
```

```
'DavidsonExtensivity.cidEnergy_variational' depends on axioms: [propext, Classical.choice, Quot.sound]
'DavidsonExtensivity.refWeight_of_eigen' depends on axioms: [propext, Classical.choice, Quot.sound]
'DavidsonExtensivity.cidEnergy_div_sqrt' depends on axioms: [propext, Classical.choice, Quot.sound]
'DavidsonExtensivity.davidson_not_extensive' depends on axioms: [propext, Classical.choice, Quot.sound]
```

### How the Lean statements describe the monomers

The type `Option (Fin N)` labels the \(N+1\) configurations: `none` is the reference and `some i` is the double excitation on monomer `i`. `cidMatrix` is the Hamiltonian in this basis. Its parameter `K` is the matrix element that mixes the reference with a local double excitation, and `2 * d` is the energy of that excitation above the reference. Different double excitations do not couple, because the monomers do not interact.

The definitions `cidEnergy`, `refWeight`, `davidsonEnergy` and `renormalisedEnergy` are the four formulas above. `cidVector` has coefficient 1 on the reference and is not normalised; the normalised coefficients are \(c_0\) on the reference and \(c_0E_N/(NK)\) on each double.

Three theorems tie the formulas to the matrix:

- `cidEnergy_variational` says that for \(d>0\) every real vector satisfies \(v\cdot Hv\ge E_N\,v\cdot v\), so no normalised real vector has an energy expectation value below \(E_N\).
- `cidVector_eigen` says that for \(K\neq0\) and at least one monomer, \(E_N\) is an eigenvalue, with an explicit eigenvector. Together with the bound, this makes it the lowest eigenvalue of the CID matrix when \(d>0\).
- `refWeight_of_eigen` says that in every eigenvector for \(E_N\), the squared reference coefficient is \(c_0^2\) times the squared norm.

The main theorem, `davidson_sqrt_scaling`, states the three limits for \(c_0^2\) and the two scaled energies; `Tendsto … atTop (𝓝 x)` means convergence to \(x\) as \(N\to\infty\). It needs only \(K\neq0\), which says that the monomer has some correlation energy to recover. The limits hold for either sign of \(d\). The variational bound is stated for \(d>0\), which places the reference below the double excitation and lets the proof conclude \(a>0\) for every \(N\) and \(K\) at once. `davidson_not_extensive` adds that \(E_1<0\) while both corrected energies per monomer tend to zero.

The model has one double excitation per monomer, a single reference and no interaction between monomers. Within those restrictions it bears on the use of Davidson-corrected CI for large systems: the corrected energy recovers a vanishing fraction of the correlation energy as monomers are added.

The state space could also have been the full product space of \(N\) two-level monomers, with simultaneous excitations included. The exact energy \(NE_1\) would then be a theorem about a \(2^N\)-dimensional Hamiltonian, and CID would appear as its restriction to the reference and the single-monomer doubles. The limits would be the same; the gain would be an explicit exact energy to compare with, at the cost of a longer file.

### From the secular equation to the limits

`cidEnergy_secular` follows from squaring the square root, whose argument is non-negative. `mulVec_none` and `mulVec_some` write out the two kinds of row of \(Hv\), which are the left-hand sides of the eigenvalue equations.

In `cidEnergy_variational`, `ha` is the positivity of \(a\). The `generalize` step then replaces the explicit energy by a symbol `E` about which only the secular equation and this positivity are known. The steps `hn`, `hq` and `hs` expand the norm, the energy form and the sum of squares. `key` is the completed square, and the last line divides out the positive factor \(a\).

`cidVector_eigen` checks the two kinds of row separately: the reference row is a cancellation, and the doubles row reduces to the secular equation. In `refWeight_of_eigen`, `hy` is the argument that all doubles carry the coefficient \(Ex/(NK)\). As in the derivation, it multiplies by \(E\) and cancels \(K\), so it never divides by \(E-2d\). The rest computes the norm.

`cidEnergy_div_sqrt` takes the limits of \(d/\sqrt N\) and \(\sqrt{d^2/N+K^2}\) separately, and then identifies their difference with \(E_N/\sqrt N\) for \(N>0\). `davidson_sqrt_scaling` first obtains \(c_0^2\to1/2\), using \(K\neq0\) to evaluate \(|K|^2/K^2=1\), and then applies the product and quotient rules for limits. In `davidson_not_extensive`, `div_atTop` divides these finite limits by a second \(\sqrt N\), and the sign of \(E_1\) comes from \(d^2<d^2+K^2\).

### Weak coupling and the single monomer

When \(NK^2\ll d^2\), the corrections reduce the error of CID for three or more monomers. Expanding by hand, which goes further than the theorems in the file,

\[
E_N\approx-\frac{NK^2}{2d}+\frac{N^2K^4}{8d^3},\qquad
(1-c_0^2)E_N\approx-\frac{N^2K^4}{8d^3},
\]

so the Davidson correction removes the leading non-extensive term, and the renormalised form does the same at this order. The exact energy \(NE_1\) contains the term \(NK^4/(8d^3)\), so the error at order \(K^4\) changes from \(N(N-1)K^4/(8d^3)\) to \(-NK^4/(8d^3)\), which is smaller in size only for \(N\ge 3\). At \(N=1\), CID is already exact for the two-level monomer, and both corrections push the energy below the exact value.
